# An error bound for two-cell extrapolation of binding energies with a $1/L$ term and a cubic remainder

To reduce the finite-size error of a core-level binding energy, one can compute it in two supercells of the same shape, with lengths $L_1<L_2$, and combine the values $B(L_1)$ and $B(L_2)$ into

$$E=\frac{L_2B(L_2)-L_1B(L_1)}{L_2-L_1}.$$

Suppose that the energy in a cell of length $L$ is $B_0+a/L$ up to a remainder of size at most $c/L^3$, where $B_0$ is the infinite-cell value. Then

$$|E-B_0|\le \frac{c\,(1/L_1^2+1/L_2^2)}{L_2-L_1}.$$

For simulations whose energies follow this assumed law, the bound turns any $c$ for which the law holds into an error bar on the extrapolated value.

```lean
import Mathlib

noncomputable section

namespace SupercellBindingEnergy
```

The law is a hypothesis about a function `B : ℝ → ℝ`; no electronic-structure method enters.

```lean
/-- The binding energy `B L` in a supercell of length `L` equals `B0 + a / L` up to a
remainder of size at most `c / L ^ 3`. -/
def FiniteSizeLaw (B : ℝ → ℝ) (B0 a c : ℝ) : Prop :=
  ∀ L, 0 < L → |B L - B0 - a / L| ≤ c / L ^ 3
```

The combination $E$ is `extrapolate B L1 L2`. The same two energies also give an estimate of $a$, called `imageCoefficient`.

```lean
/-- The two-cell extrapolation of the binding energy to infinite cell length. -/
def extrapolate (B : ℝ → ℝ) (L1 L2 : ℝ) : ℝ :=
  (L2 * B L2 - L1 * B L1) / (L2 - L1)

/-- The two-cell estimate of the coefficient of `1 / L` in the binding energy. -/
def imageCoefficient (B : ℝ → ℝ) (L1 L2 : ℝ) : ℝ :=
  L1 * L2 * (B L1 - B L2) / (L2 - L1)
```

The last definition is a family of energies chosen to make the extrapolation as bad as the law permits.

```lean
/-- Binding energies whose remainder is `-c / L ^ 3` for cells up to length `L1` and
`c / L ^ 3` for larger cells. -/
def worstCase (B0 a c L1 L : ℝ) : ℝ :=
  B0 + a / L + (if L ≤ L1 then -(c / L ^ 3) else c / L ^ 3)
```

## Two distinct, positive cell lengths

The hypotheses `0 < L1` and `L1 < L2` say that both cells have a physical size and that the second is larger. Write $r(L)=B(L)-B_0-a/L$ for the remainder. Since $L\neq0$,

$$L\,B(L)=L\,B_0+a+L\,r(L).$$

The term $a/L$ has become the constant $a$, which cancels when the two cells are subtracted. Dividing by $L_2-L_1\neq0$ gives the exact identity

$$E-B_0=\frac{L_2r(L_2)-L_1r(L_1)}{L_2-L_1}.$$

In the proof, `e1` and `e2` state that $L_i(a/L_i)=a$, and `linear_combination` carries out the cancellation.

```lean
/-- The extrapolation error is the difference of the remainders, each multiplied by its cell
length, divided by the difference of the cell lengths. -/
theorem extrapolate_error (B : ℝ → ℝ) (B0 a : ℝ) {L1 L2 : ℝ} (h1 : 0 < L1) (h12 : L1 < L2) :
    extrapolate B L1 L2 - B0 =
      (L2 * (B L2 - B0 - a / L2) - L1 * (B L1 - B0 - a / L1)) / (L2 - L1) := by
  have hd : L2 - L1 ≠ 0 := (sub_pos.mpr h12).ne'
  have n1 : L1 ≠ 0 := h1.ne'
  have n2 : L2 ≠ 0 := (h1.trans h12).ne'
  -- the `1 / L` term becomes the same constant `a` for both cells
  have e1 : L1 * (a / L1) = a := by field_simp
  have e2 : L2 * (a / L2) = a := by field_simp
  rw [extrapolate, eq_div_iff hd, sub_mul, div_mul_cancel₀ _ hd]
  linear_combination e2 - e1
```

Without positivity the bound can fail, because the law says nothing about $L\le0$. Take $L_1=-1$, $L_2=1$, $c=0$, and $B(L)=B_0+a/L$ for $L>0$, but $B(-1)=B_0-a+2$. Then $E-B_0=1$, while the bound is zero. Without the ordering, $L_1>L_2$ with $c>0$ makes the right-hand side negative, so no absolute value can lie below it; exchanging the labels repairs this.

## A remainder of at most $c/L^3$

The coefficient $a$ stands for the leading interaction of the localised core-hole charge with its periodic images and the neutralising background. The constant $c$ limits everything beyond that term. Both are postulated here, for cells of fixed shape described by a single length. `FiniteSizeLaw` requires the inequality at every $L>0$, although the derivation uses it only at the two computed lengths.

Multiplying the law by $L>0$ gives

$$|L\,r(L)|\le L\,\frac{c}{L^3}=\frac{c}{L^2}.$$

```lean
/-- The remainder multiplied by the cell length is at most `c / L ^ 2`. -/
theorem scaled_remainder_le {B : ℝ → ℝ} {B0 a c L : ℝ} (h : FiniteSizeLaw B B0 a c)
    (hL : 0 < L) : |L * (B L - B0 - a / L)| ≤ c / L ^ 2 := by
  rw [abs_mul, abs_of_pos hL]
  calc L * |B L - B0 - a / L| ≤ L * (c / L ^ 3) :=
        mul_le_mul_of_nonneg_left (h L hL) hL.le
    _ = c / L ^ 2 := by field_simp
```

The triangle inequality applied to the exact identity now yields

$$|E-B_0|\le\frac{|L_2r(L_2)|+|L_1r(L_1)|}{L_2-L_1}\le\frac{c/L_2^2+c/L_1^2}{L_2-L_1}.$$

The proof clears the positive denominator and splits each absolute value into two inequalities with `abs_le`; the two `linarith` calls then supply the triangle inequality.

```lean
/-- The two-cell extrapolation differs from the infinite-cell binding energy `B0` by at most
`c (1 / L1 ^ 2 + 1 / L2 ^ 2) / (L2 - L1)`. -/
theorem extrapolate_error_le {B : ℝ → ℝ} {B0 a c L1 L2 : ℝ} (h : FiniteSizeLaw B B0 a c)
    (h1 : 0 < L1) (h12 : L1 < L2) :
    |extrapolate B L1 L2 - B0| ≤ c * (1 / L1 ^ 2 + 1 / L2 ^ 2) / (L2 - L1) := by
  have hd : 0 < L2 - L1 := sub_pos.mpr h12
  have r1 := abs_le.mp (scaled_remainder_le h h1)
  have r2 := abs_le.mp (scaled_remainder_le h (h1.trans h12))
  have e : c * (1 / L1 ^ 2 + 1 / L2 ^ 2) = c / L1 ^ 2 + c / L2 ^ 2 := by ring
  rw [extrapolate_error B B0 a h1 h12, abs_div, abs_of_pos hd, div_le_iff₀ hd,
    div_mul_cancel₀ _ hd.ne', e, abs_le]
  -- triangle inequality for the two scaled remainders
  constructor
  · linarith [r1.2, r2.1]
  · linarith [r1.1, r2.2]
```

If the remainder decays more slowly, the bound can fail. For $B(L)=B_0+a/L+d/L^2$ with $d\neq0$, the error is $-d/(L_1L_2)$. With $L_1=L$ and $L_2=2L$ its size is $|d|/(2L^2)$, which exceeds the claimed $5c/(4L^3)$ as soon as $L>5c/(2|d|)$, whatever $c\ge0$ was chosen.

The error bound also has a useful special case. Doubling the cell, $L_1=L$ and $L_2=2L$, reduces the extrapolation to $2B(2L)-B(L)$ and the bound to

$$\frac{c}{L}\left(\frac1{L^2}+\frac1{4L^2}\right)=\frac{5c}{4L^3}.$$

This is `doubled_cell_error_le`, proved below by substitution into the main bound.

## A nonnegative $c$, and energies that attain the bound

The main theorem does not assume $c\ge0$: the law at $L=1$ already gives $0\le|r(1)|\le c$. The assumption `hc` is needed when energies obeying the law are to be constructed, since for negative $c$ there are none.

For `worstCase`, the remainder is $-c/L^3$ up to $L_1$ and $+c/L^3$ beyond it. Its absolute value is $c/L^3$ for every $L>0$, so the law holds. The exact identity gives

$$E-B_0=\frac{c/L_2^2-(-c/L_1^2)}{L_2-L_1},$$

which equals the bound. The proof checks the law on both branches with `split_ifs`, then evaluates the two remainders as `w1` and `w2`.

```lean
/-- The error bound is sharp: the energies `worstCase` obey the finite-size law, and their
extrapolation error equals the bound. -/
theorem extrapolate_error_sharp (B0 a : ℝ) {c L1 L2 : ℝ} (hc : 0 ≤ c) (h1 : 0 < L1)
    (h12 : L1 < L2) :
    FiniteSizeLaw (worstCase B0 a c L1) B0 a c ∧
      extrapolate (worstCase B0 a c L1) L1 L2 - B0 =
        c * (1 / L1 ^ 2 + 1 / L2 ^ 2) / (L2 - L1) := by
  constructor
  · intro L hL
    have hp : 0 ≤ c / L ^ 3 := by positivity
    simp only [worstCase]
    split_ifs
    · have e : B0 + a / L + -(c / L ^ 3) - B0 - a / L = -(c / L ^ 3) := by ring
      rw [e, abs_neg, abs_of_nonneg hp]
    · have e : B0 + a / L + c / L ^ 3 - B0 - a / L = c / L ^ 3 := by ring
      rw [e, abs_of_nonneg hp]
  · -- the two remainders have opposite signs, so their effects add up
    have w1 : worstCase B0 a c L1 L1 - B0 - a / L1 = -(c / L1 ^ 3) := by
      rw [worstCase, if_pos le_rfl]; ring
    have w2 : worstCase B0 a c L1 L2 - B0 - a / L2 = c / L2 ^ 3 := by
      rw [worstCase, if_neg (not_le_of_gt h12)]; ring
    have n1 : L1 ≠ 0 := h1.ne'
    have n2 : L2 ≠ 0 := (h1.trans h12).ne'
    have e1 : L1 * (c / L1 ^ 3) = c / L1 ^ 2 := by field_simp
    have e2 : L2 * (c / L2 ^ 3) = c / L2 ^ 2 := by field_simp
    rw [extrapolate_error _ B0 a h1 h12, w1, w2, mul_neg, e1, e2]
    ring
```

For $c>0$ this family jumps at $L_1$, so it is a mathematical extreme and not a realistic energy curve. A pure tail $r(L)=b/L^3$ has the same sign in both cells, and its contributions partly cancel:

$$E-B_0=\frac{b/L_2^2-b/L_1^2}{L_2-L_1}=-\frac{b(L_1+L_2)}{L_1^2L_2^2}.$$

In Lean, clearing denominators and normalising the polynomials proves it.

```lean
/-- For binding energies `B0 + a / L + b / L ^ 3` the extrapolation error is exactly
`-b (L1 + L2) / (L1 ^ 2 L2 ^ 2)`. -/
theorem extrapolate_cubic_tail (B0 a b : ℝ) {L1 L2 : ℝ} (h1 : 0 < L1) (h12 : L1 < L2) :
    extrapolate (fun L => B0 + a / L + b / L ^ 3) L1 L2 - B0 =
      -(b * (L1 + L2)) / (L1 ^ 2 * L2 ^ 2) := by
  have hd : L2 - L1 ≠ 0 := (sub_pos.mpr h12).ne'
  have n1 : L1 ≠ 0 := h1.ne'
  have n2 : L2 ≠ 0 := (h1.trans h12).ne'
  simp only [extrapolate]
  field_simp
  ring

/-- When the cell length is doubled, `2 B(2L) - B(L)` differs from the infinite-cell binding
energy by at most `5 c / (4 L ^ 3)`. -/
theorem doubled_cell_error_le {B : ℝ → ℝ} {B0 a c L : ℝ} (h : FiniteSizeLaw B B0 a c)
    (hL : 0 < L) : |2 * B (2 * L) - B L - B0| ≤ 5 * c / (4 * L ^ 3) := by
  have key := extrapolate_error_le h hL (show L < 2 * L by linarith)
  have hs : 2 * L - L = L := by ring
  have e1 : extrapolate B L (2 * L) = 2 * B (2 * L) - B L := by
    rw [extrapolate, hs, div_eq_iff hL.ne']
    ring
  have e2 : c * (1 / L ^ 2 + 1 / (2 * L) ^ 2) / L = 5 * c / (4 * L ^ 3) := by ring
  rwa [e1, hs, e2] at key
```

For the coefficient estimate, subtracting the energies removes $B_0$ instead of $a$:

$$B(L_1)-B(L_2)=\frac{a(L_2-L_1)}{L_1L_2}+r(L_1)-r(L_2).$$

Multiplying by $L_1L_2/(L_2-L_1)$ leaves the error $L_1L_2\,(r(L_1)-r(L_2))/(L_2-L_1)$, recorded as `key`. The law at both lengths bounds it.

```lean
/-- The two-cell estimate of the coefficient of `1 / L` differs from `a` by at most
`L1 L2 (c / L1 ^ 3 + c / L2 ^ 3) / (L2 - L1)`. -/
theorem imageCoefficient_error_le {B : ℝ → ℝ} {B0 a c L1 L2 : ℝ}
    (h : FiniteSizeLaw B B0 a c) (h1 : 0 < L1) (h12 : L1 < L2) :
    |imageCoefficient B L1 L2 - a| ≤
      L1 * L2 * (c / L1 ^ 3 + c / L2 ^ 3) / (L2 - L1) := by
  have hd : 0 < L2 - L1 := sub_pos.mpr h12
  have h2 : 0 < L2 := h1.trans h12
  have n1 : L1 ≠ 0 := h1.ne'
  have n2 : L2 ≠ 0 := h2.ne'
  have r1 := abs_le.mp (h L1 h1)
  have r2 := abs_le.mp (h L2 h2)
  -- the infinite-cell energy cancels in the difference of the two energies
  have e : L1 * L2 * (a / L1 - a / L2) = a * (L2 - L1) := by field_simp
  have key : imageCoefficient B L1 L2 - a =
      L1 * L2 * ((B L1 - B0 - a / L1) - (B L2 - B0 - a / L2)) / (L2 - L1) := by
    rw [imageCoefficient, eq_div_iff hd.ne', sub_mul, div_mul_cancel₀ _ hd.ne']
    linear_combination e
  rw [key, abs_div, abs_of_pos hd, div_le_iff₀ hd, div_mul_cancel₀ _ hd.ne', abs_mul,
    abs_of_pos (mul_pos h1 h2)]
  refine mul_le_mul_of_nonneg_left (abs_le.mpr ⟨?_, ?_⟩) (mul_pos h1 h2).le
  · linarith [r1.1, r2.2]
  · linarith [r1.2, r2.1]
```

## Numerical errors of at most $\delta$

The computed values `Bn` may differ from the energies `B` that obey the law, for instance through incomplete convergence. The hypotheses `d1` and `d2` limit this difference to $\delta$ in each of the two cells. With $n_i=B_n(L_i)-B(L_i)$, the extrapolation shifts by

$$\left|\frac{L_2n_2-L_1n_1}{L_2-L_1}\right|\le\frac{\delta(L_1+L_2)}{L_2-L_1}.$$

The proof separates this shift in `key`, bounds it in `noise`, and adds the main bound.

```lean
/-- If the two computed energies `Bn` carry numerical errors of at most `δ`, the error bound
of the extrapolation grows by `δ (L1 + L2) / (L2 - L1)`. -/
theorem noisy_extrapolate_error_le {B Bn : ℝ → ℝ} {B0 a c δ L1 L2 : ℝ}
    (h : FiniteSizeLaw B B0 a c) (h1 : 0 < L1) (h12 : L1 < L2)
    (d1 : |Bn L1 - B L1| ≤ δ) (d2 : |Bn L2 - B L2| ≤ δ) :
    |extrapolate Bn L1 L2 - B0| ≤
      c * (1 / L1 ^ 2 + 1 / L2 ^ 2) / (L2 - L1) + δ * (L1 + L2) / (L2 - L1) := by
  have hd : 0 < L2 - L1 := sub_pos.mpr h12
  have h2 : 0 < L2 := h1.trans h12
  have key : extrapolate Bn L1 L2 - B0 = (extrapolate B L1 L2 - B0) +
      (L2 * (Bn L2 - B L2) - L1 * (Bn L1 - B L1)) / (L2 - L1) := by
    simp only [extrapolate]
    ring
  -- numerical errors enter weighted by the cell lengths
  have noise : |(L2 * (Bn L2 - B L2) - L1 * (Bn L1 - B L1)) / (L2 - L1)| ≤
      δ * (L1 + L2) / (L2 - L1) := by
    rw [abs_div, abs_of_pos hd, div_le_iff₀ hd, div_mul_cancel₀ _ hd.ne', abs_le]
    have u1 := mul_le_mul_of_nonneg_left (abs_le.mp d1).1 h1.le
    have v1 := mul_le_mul_of_nonneg_left (abs_le.mp d1).2 h1.le
    have u2 := mul_le_mul_of_nonneg_left (abs_le.mp d2).1 h2.le
    have v2 := mul_le_mul_of_nonneg_left (abs_le.mp d2).2 h2.le
    constructor <;> linarith
  have main := abs_le.mp (extrapolate_error_le h h1 h12)
  have noise' := abs_le.mp noise
  rw [key, abs_le]
  constructor
  · linarith [main.1, noise'.1]
  · linarith [main.2, noise'.2]

end SupercellBindingEnergy
```

For a doubled cell the extra term is $3\delta$, and it grows without limit as $L_2$ approaches $L_1$ at fixed $\delta>0$. If one of the two errors has no bound, neither has the shift: an error $n_2$ alone moves the result by $L_2n_2/(L_2-L_1)$.

```lean
#print axioms SupercellBindingEnergy.extrapolate_cubic_tail
#print axioms SupercellBindingEnergy.doubled_cell_error_le
#print axioms SupercellBindingEnergy.imageCoefficient_error_le
#print axioms SupercellBindingEnergy.noisy_extrapolate_error_le
```

```
'SupercellBindingEnergy.extrapolate_cubic_tail' depends on axioms: [propext, Classical.choice, Quot.sound]
'SupercellBindingEnergy.doubled_cell_error_le' depends on axioms: [propext, Classical.choice, Quot.sound]
'SupercellBindingEnergy.imageCoefficient_error_le' depends on axioms: [propext, Classical.choice, Quot.sound]
'SupercellBindingEnergy.noisy_extrapolate_error_le' depends on axioms: [propext, Classical.choice, Quot.sound]
```
